# The signed minors of n orbitals in n + 1 basis functions are bilinearly orthogonal to each of the n orbitals

One orbital with coefficients (a, b) in two basis functions has the signed minors h = (b, −a), and a·b + b·(−a) = 0. For n orbitals in n + 1 basis functions the products cancel in the same way, because a determinant with a repeated column vanishes.

In Lean 4 with Mathlib:

```lean
import Mathlib

open Matrix

namespace SlaterHoleOrbital

noncomputable section

variable {R : Type*} [CommRing R] {n : ℕ}

/-- The hole orbital of `n` orbitals in `n + 1` basis functions: component `k` is the signed
determinant of the coefficient matrix with row `k` deleted. -/
def holeOrbital (C : Matrix (Fin (n + 1)) (Fin n) R) : Fin (n + 1) → R :=
  fun k => (-1) ^ (k : ℕ) * (C.submatrix k.succAbove id).det

/-- The square coefficient matrix obtained by placing one more orbital `u` in front of the
orbitals `C`. -/
def addOrbital (u : Fin (n + 1) → R) (C : Matrix (Fin (n + 1)) (Fin n) R) :
    Matrix (Fin (n + 1)) (Fin (n + 1)) R :=
  Matrix.of fun i => (Fin.cons (u i) (C i) : Fin (n + 1) → R)

omit [CommRing R] in
/-- Deleting the added orbital and one basis function leaves the original orbitals without
that basis function. -/
theorem addOrbital_submatrix (u : Fin (n + 1) → R) (C : Matrix (Fin (n + 1)) (Fin n) R)
    (k : Fin (n + 1)) :
    (addOrbital u C).submatrix k.succAbove Fin.succ = C.submatrix k.succAbove id := by
  ext i j
  simp [addOrbital]

/-- The determinant with an added orbital `u` is the bilinear product of `u` with the hole
orbital. -/
theorem det_addOrbital (u : Fin (n + 1) → R) (C : Matrix (Fin (n + 1)) (Fin n) R) :
    (addOrbital u C).det = u ⬝ᵥ holeOrbital C := by
  -- Laplace expansion along the added column
  rw [Matrix.det_succ_column_zero]
  unfold dotProduct
  refine Finset.sum_congr rfl fun k _ => ?_
  rw [addOrbital_submatrix]
  simp only [addOrbital, holeOrbital, Matrix.of_apply, Fin.cons_zero]
  ring

/-- The hole orbital is orthogonal, in the bilinear sense, to every occupied orbital. -/
theorem transpose_mulVec_holeOrbital (C : Matrix (Fin (n + 1)) (Fin n) R) :
    Cᵀ *ᵥ holeOrbital C = 0 := by
  ext j
  -- adding an orbital that is already occupied gives two equal columns
  have h : (addOrbital (fun i => C i j) C).det = 0 :=
    Matrix.det_zero_of_column_eq (i := 0) (j := j.succ) (Fin.succ_ne_zero j).symm
      (fun k => by simp [addOrbital])
  rw [det_addOrbital] at h
  exact h

/-- If `v` is bilinearly orthogonal to all occupied orbitals, then `v` and the hole orbital `h`
satisfy `(u · h) v = (u · v) h` for every vector `u`. -/
theorem orthogonal_proportional (C : Matrix (Fin (n + 1)) (Fin n) R) (v : Fin (n + 1) → R)
    (hv : Cᵀ *ᵥ v = 0) (u : Fin (n + 1) → R) :
    (u ⬝ᵥ holeOrbital C) • v = (u ⬝ᵥ v) • holeOrbital C := by
  have hrow : v ᵥ* addOrbital u C = Pi.single 0 (u ⬝ᵥ v) := by
    ext j
    refine Fin.cases ?_ (fun j => ?_) j
    · simp [Matrix.vecMul, dotProduct, addOrbital, mul_comm]
    · have h := congrFun hv j
      simpa [Matrix.vecMul, Matrix.mulVec, dotProduct, addOrbital, mul_comm,
        Pi.single_apply] using h
  -- the first row of the adjugate is the hole orbital
  have hadj : ∀ i, (addOrbital u C).adjugate 0 i = holeOrbital C i := by
    intro i
    rw [Matrix.adjugate_fin_succ_eq_det_submatrix, Fin.succAbove_zero, addOrbital_submatrix]
    simp [holeOrbital]
  have h1 : (v ᵥ* addOrbital u C) ᵥ* (addOrbital u C).adjugate
      = (addOrbital u C).det • v := by
    rw [Matrix.vecMul_vecMul, Matrix.mul_adjugate, Matrix.vecMul_smul, Matrix.vecMul_one]
  rw [hrow, det_addOrbital] at h1
  rw [← h1]
  ext i
  simp [Matrix.vecMul, dotProduct, Pi.single_apply, ite_mul, hadj]

/-- Over a field, when the hole orbital is nonzero, the vectors bilinearly orthogonal to all
occupied orbitals are exactly its multiples. -/
theorem orthogonal_iff_multiple {K : Type*} [Field K] (C : Matrix (Fin (n + 1)) (Fin n) K)
    (hC : holeOrbital C ≠ 0) (v : Fin (n + 1) → K) :
    Cᵀ *ᵥ v = 0 ↔ ∃ c : K, v = c • holeOrbital C := by
  constructor
  · intro hv
    obtain ⟨k, hk⟩ := Function.ne_iff.mp hC
    have hk' : holeOrbital C k ≠ 0 := hk
    have h := orthogonal_proportional C v hv (Pi.single k 1)
    rw [single_one_dotProduct, single_one_dotProduct] at h
    refine ⟨v k / holeOrbital C k, ?_⟩
    ext i
    have hi := congrFun h i
    simp only [Pi.smul_apply, smul_eq_mul] at hi ⊢
    rw [div_mul_eq_mul_div, eq_div_iff hk']
    linear_combination hi
  · rintro ⟨c, rfl⟩
    rw [Matrix.mulVec_smul, transpose_mulVec_holeOrbital, smul_zero]

/-- Forming the hole orbital commutes with applying a ring homomorphism to all orbital
coefficients. -/
theorem holeOrbital_map {S : Type*} [CommRing S] (f : R →+* S)
    (C : Matrix (Fin (n + 1)) (Fin n) R) (k : Fin (n + 1)) :
    holeOrbital (C.map f) k = f (holeOrbital C k) := by
  simp only [holeOrbital, map_mul, map_pow, map_neg, map_one, RingHom.map_det]
  rfl

/-- The determinant of the bilinear overlap matrix of `A` and `B` equals the product of their
hole orbitals, after both are multiplied by `u · h` with `h` the hole orbital of `B`. -/
theorem overlap_mul (A B : Matrix (Fin (n + 1)) (Fin n) R) (u : Fin (n + 1) → R) :
    (u ⬝ᵥ holeOrbital B) * (Aᵀ * B).det
      = (holeOrbital B ⬝ᵥ holeOrbital A) * (u ⬝ᵥ holeOrbital B) := by
  obtain ⟨W, hW⟩ : ∃ W, W = (addOrbital (holeOrbital B) A)ᵀ * addOrbital u B := ⟨_, rfl⟩
  have h0 : W 0 0 = u ⬝ᵥ holeOrbital B := by
    simp [hW, Matrix.mul_apply, dotProduct, addOrbital, mul_comm]
  -- the hole orbital of `B` has zero bilinear product with the orbitals of `B`
  have h1 : ∀ j : Fin n, W 0 j.succ = 0 := by
    intro j
    have h := congrFun (transpose_mulVec_holeOrbital B) j
    simpa [hW, Matrix.mul_apply, Matrix.mulVec, dotProduct, addOrbital, mul_comm] using h
  have h2 : W.submatrix Fin.succ Fin.succ = Aᵀ * B := by
    ext i j
    simp [hW, Matrix.mul_apply, addOrbital]
  have hdet : W.det = (u ⬝ᵥ holeOrbital B) * (Aᵀ * B).det := by
    rw [Matrix.det_succ_row_zero, Fin.sum_univ_succ, Fin.succAbove_zero, h0, h2]
    simp [h1]
  rw [← hdet, hW, Matrix.det_mul, Matrix.det_transpose, det_addOrbital, det_addOrbital]

/-- Cauchy-Binet formula for one hole: the determinant of the bilinear overlap matrix of two
sets of orbitals is the bilinear product of their hole orbitals. -/
theorem cauchyBinet_hole (A B : Matrix (Fin (n + 1)) (Fin n) R) :
    (Aᵀ * B).det = holeOrbital A ⬝ᵥ holeOrbital B := by
  -- deform `B` so that its first minor is a monic polynomial
  obtain ⟨A', hA'⟩ : ∃ M : Matrix (Fin (n + 1)) (Fin n) (Polynomial R),
      M = Matrix.of fun i j => Polynomial.C (A i j) := ⟨_, rfl⟩
  obtain ⟨B', hB'⟩ : ∃ M : Matrix (Fin (n + 1)) (Fin n) (Polynomial R),
      M = Matrix.of fun i j => Polynomial.C (B i j)
        + Polynomial.X * Polynomial.C (if i = j.succ then 1 else 0) := ⟨_, rfl⟩
  have hchar : holeOrbital B' 0 = (-(B.submatrix Fin.succ id)).charpoly := by
    unfold holeOrbital Matrix.charpoly
    rw [Fin.succAbove_zero]
    simp only [Fin.val_zero, pow_zero, one_mul]
    refine congrArg Matrix.det (Matrix.ext fun i j => ?_)
    by_cases h : i = j
    · subst h
      simp [hB', add_comm]
    · simp [hB', h]
  have hmonic : (holeOrbital B' 0).Monic := by
    rw [hchar]
    exact Matrix.charpoly_monic _
  have key := overlap_mul A' B' (Pi.single 0 1)
  rw [single_one_dotProduct] at key
  have hc : (A'ᵀ * B').det = holeOrbital B' ⬝ᵥ holeOrbital A' :=
    hmonic.isRegular.left (key.trans (mul_comm _ _))
  -- return to the original orbitals by setting the variable to zero
  have hA : A'.map (Polynomial.evalRingHom (0 : R)) = A := by
    ext i j
    simp [hA']
  have hB : B'.map (Polynomial.evalRingHom (0 : R)) = B := by
    ext i j
    by_cases h : i = j.succ <;> simp [hB', h]
  have e := congrArg (Polynomial.evalRingHom (0 : R)) hc
  rw [RingHom.map_det, RingHom.mapMatrix_apply, Matrix.map_mul, Matrix.transpose_map,
    hA, hB] at e
  rw [e, dotProduct_comm (holeOrbital A)]
  simp only [dotProduct, map_sum, map_mul, ← holeOrbital_map, hA, hB]

/-- The determinant of the overlap matrix `Aᴴ * B` of two sets of complex orbitals is the Hermitian
inner product of their hole orbitals. -/
theorem slater_overlap (A B : Matrix (Fin (n + 1)) (Fin n) ℂ) :
    (Aᴴ * B).det = star (holeOrbital A) ⬝ᵥ holeOrbital B := by
  have hs : Aᴴ = (A.map (starRingEnd ℂ))ᵀ := rfl
  have hh : holeOrbital (A.map (starRingEnd ℂ)) = star (holeOrbital A) :=
    funext fun k => holeOrbital_map (starRingEnd ℂ) A k
  rw [hs, cauchyBinet_hole, hh]

/-- For orthonormal complex orbitals, the complex conjugate of the hole orbital is
Hermitian-orthogonal to all of them and has norm one. -/
theorem conj_hole_orthonormal (C : Matrix (Fin (n + 1)) (Fin n) ℂ) (hC : Cᴴ * C = 1) :
    Cᴴ *ᵥ star (holeOrbital C) = 0 ∧ holeOrbital C ⬝ᵥ star (holeOrbital C) = 1 := by
  constructor
  · have hh : holeOrbital (C.map (starRingEnd ℂ)) = star (holeOrbital C) :=
      funext fun k => holeOrbital_map (starRingEnd ℂ) C k
    rw [← hh]
    exact transpose_mulVec_holeOrbital (C.map (starRingEnd ℂ))
  · rw [dotProduct_comm, ← slater_overlap, hC, Matrix.det_one]

end

end SlaterHoleOrbital
```

```lean
#print axioms SlaterHoleOrbital.orthogonal_iff_multiple
#print axioms SlaterHoleOrbital.conj_hole_orthonormal
```

```
'SlaterHoleOrbital.orthogonal_iff_multiple' depends on axioms: [propext, Classical.choice, Quot.sound]
'SlaterHoleOrbital.conj_hole_orthonormal' depends on axioms: [propext, Classical.choice, Quot.sound]
```

The matrix C has one row per basis function, k = 0, …, n, and one column per occupied orbital, j = 0, …, n − 1. Its entries lie in any commutative ring `R`. `holeOrbital C` is the vector

h_k = (−1)^k det(C without row k),

where `k.succAbove` lists the rows other than k. An n-electron Slater determinant in n + 1 spin orbitals leaves one of them empty in each configuration, so h_k is, up to sign and normalisation, the amplitude of the configuration that lacks k.

The main theorem, `transpose_mulVec_holeOrbital`, states Cᵀh = 0. The product `⬝ᵥ` takes no complex conjugate, so for linearly independent complex orbitals in an orthonormal basis the physical empty orbital is, up to normalisation, the conjugate of h. Linear independence is not assumed; over a field, dependent orbitals simply give h = 0.

To derive this, put an extra column u in front of C and expand along it:

det[u|C] = Σ_k (−1)^k u_k det(C without row k) = u·h.

This is `det_addOrbital`. If u is column j of C, two columns coincide and the determinant is zero, so Σ_k C_kj h_k = 0.

For example, let C have rows (1, 0), (0, 1), (1, 2). Then

h_0 = 0·2 − 1·1 = −1
h_1 = −(1·2 − 0·1) = −2
h_2 = 1·1 − 0·0 = 1.

The products with the two columns are −1 + 1 = 0 and −2 + 2 = 0. These orbitals are not orthonormal; the normalised hole vector is h/√6.

Over a field, if h ≠ 0, every v with Cᵀv = 0 is a multiple of h (`orthogonal_iff_multiple`). For such a v,

vᵀ[u|C] = (u·v, 0, …, 0).

Multiply from the right by the adjugate of [u|C], whose row 0 is hᵀ. The left side becomes det[u|C] vᵀ, so

(u·h) v = (u·v) h,

which is `orthogonal_proportional`. Choosing u as the unit vector at a k with h_k ≠ 0 gives v = (v_k/h_k) h. The converse is the main theorem.

For two orbital sets A and B with hole vectors h_A and h_B, `cauchyBinet_hole` states

det(AᵀB) = h_A·h_B.

This is the Cauchy-Binet formula for matrices with exactly one more row than columns; with more rows, the sum runs over all choices of n rows. In the proof, `overlap_mul` evaluates the determinant of W = [h_B|A]ᵀ[u|B] twice. Row 0 of W is (u·h_B, 0, …, 0), since h_B is orthogonal to B, and the remaining block is AᵀB. The product rule gives the other value:

(u·h_B) det(AᵀB) = (h_B·h_A)(u·h_B).

The common factor may be zero or a zero divisor. The proof therefore adds a variable X to the entries B_{j+1,j} and takes u = (1, 0, …, 0). The factor becomes

det(X·1 + B without row 0),

a characteristic polynomial. It is monic and can be cancelled over any commutative ring. Setting X = 0 recovers A and B; `holeOrbital_map` carries the hole vectors through this substitution.

Over ℂ, conjugating the entries of A gives `slater_overlap`:

det(A†B) = Σ_k conj(h_A,k) h_B,k.

If C†C = 1, taking A = B = C gives Σ_k |h_k|² = 1, and applying the main theorem to the conjugate of C gives C† conj(h) = 0. These are the two parts of `conj_hole_orthonormal`.

Overlaps det(A†B) between determinants with different orbitals occur in nonorthogonal configuration interaction; in a finite orthonormal basis with a single empty spin orbital, each one reduces to an inner product of two vectors. In NumPy, `np.linalg.det(A.conj().T @ B)` should then agree with `np.vdot(hA, hB)` up to rounding. For complex orbitals this comparison can reveal a misplaced conjugate; it does not detect the factors (−1)^k being left out of both hole vectors, since they cancel in each product. A nonorthogonal basis would require its overlap matrix between A† and B, which these statements do not include.
